# For T² = −1, a time-even Hermitian operator does not couple x to Tx and has equal expectation in both

## States, time reversal and matrix elements

A state is a column $x$ of complex amplitudes $x_i$, with $i$ running over a finite index set `n` that labels an orthonormal basis; in Lean it is a function `n → ℂ`, and operators are matrices `Matrix n n ℂ`. States are not assumed normalised unless this is said. A bar denotes entrywise complex conjugation, $M^{\mathsf T}$ the transpose and $M^\dagger = \overline{M}^{\mathsf T}$ the adjoint. Lean writes `star x` for $\bar x$, `Mᵀ` and `Mᴴ` for the transpose and adjoint, `*ᵥ` for a matrix acting on a vector, and `⬝ᵥ` for the sum $\sum_i u_i v_i$ taken without conjugation.

```lean
import Mathlib

open Matrix

namespace KramersPairNoSplitting

noncomputable section

variable {n : Type*} [Fintype n] [DecidableEq n]
```

On a square matrix `star` means the adjoint, so the entrywise conjugate $\overline M$ gets its own name.

```lean
/-- Entrywise complex conjugate of a matrix. -/
def conjM (M : Matrix n n ℂ) : Matrix n n ℂ := M.map star
```

Time reversal is the map $Tx = U\bar x$ for a fixed matrix $U$. It is antilinear, $T(ax) = \bar a\,Tx$ for complex $a$. Conjugation refers to the chosen basis, and $U$ is the matrix that goes with that basis.

```lean
/-- The antilinear time-reversal map `T x = U conj(x)`. -/
def timeRev (U : Matrix n n ℂ) (x : n → ℂ) : n → ℂ := U *ᵥ star x
```

The matrix element of an operator $V$ is $\langle x|V|y\rangle = x^\dagger V y = \sum_{ij}\bar x_i V_{ij} y_j$. For unnormalised $x \neq 0$ the physical expectation value is $\langle x|V|x\rangle/\langle x|x\rangle$.

```lean
/-- The matrix element `⟨x|V|y⟩`. -/
def elem (V : Matrix n n ℂ) (x y : n → ℂ) : ℂ := star x ⬝ᵥ V *ᵥ y
```

A state in the span of $x$ and its partner is $ax + b\,Tx$ with complex coefficients $a$, $b$.

```lean
/-- The superposition `a x + b T x` of a state and its time-reversed partner. -/
def pairState (U : Matrix n n ℂ) (x : n → ℂ) (a b : ℂ) : n → ℂ := a • x + b • timeRev U x
```

Four conditions recur. Unitarity of $U$ (`hU`) makes $T$ antiunitary, so that transition probabilities are preserved. The condition $U\overline U = -1$ (`hK`) is the postulate of half-integer total spin, as for one electron or an odd number of them; it is assumed and not derived from spin. Hermiticity (`hV`) makes $V$ an observable or a term of a Hamiltonian. The condition $VU = U\overline V$ (`hT`) says that $V$ commutes with $T$, because $VTx = VU\bar x$ and $TVx = U\overline V\bar x$; electrostatic potentials and spin-orbit coupling are of this time-even kind, and the Zeeman coupling to an external magnetic field is not.

Expanding a matrix element between superpositions of states $x,y$ and $z,w$ with complex coefficients gives four terms, with the coefficients of the bra conjugated:
$$\langle ax+by|V|cz+dw\rangle = \bar a c\langle x|V|z\rangle + \bar a d\langle x|V|w\rangle + \bar b c\langle y|V|z\rangle + \bar b d\langle y|V|w\rangle .$$

```lean
omit [DecidableEq n] in
/-- The matrix element is antilinear in the bra and linear in the ket. -/
theorem elem_sesq (V : Matrix n n ℂ) (x y z w : n → ℂ) (a b c d : ℂ) :
    elem V (a • x + b • y) (c • z + d • w) =
      star a * c * elem V x z + star a * d * elem V x w
        + star b * c * elem V y z + star b * d * elem V y w := by
  simp only [elem, mulVec_add, mulVec_smul, star_add, star_smul, add_dotProduct,
    dotProduct_add, smul_dotProduct, dotProduct_smul, smul_eq_mul]
  ring
```

## Time reversal squares to minus one

Conjugating the product $U\bar x$ entry by entry gives $\overline{U\bar x} = \overline U x$. Hence
$$T(Tx) = U\,\overline{U\bar x} = U\overline U\,x = -x .$$

```lean
/-- If `U conj(U) = -1`, time reversal squares to minus one. -/
theorem timeRev_sq {U : Matrix n n ℂ} (hK : U * conjM U = -1) (x : n → ℂ) :
    timeRev U (timeRev U x) = -x := by
  have h : star (U *ᵥ star x) = conjM U *ᵥ x := by
    ext i
    simp [conjM, mulVec, dotProduct]
  unfold timeRev
  rw [h, mulVec_mulVec, hK, neg_mulVec, one_mulVec]
```

The inner statement `h` is the conjugation step, `mulVec_mulVec` merges the two matrices into $U\overline U$, and `hK` replaces that product by $-1$. Unitarity is not used.

## Matrix elements between reversed states

For arbitrary matrices $U$ and $V$, the bra of $Tx$ is $(U\bar x)^\dagger = x^{\mathsf T}U^\dagger$. The matrix element is a number and equals its own transpose, and $\bar y^{\mathsf T} = y^\dagger$:
$$\langle Tx|V|Ty\rangle = x^{\mathsf T}\,U^\dagger VU\,\bar y = y^\dagger\,(U^\dagger VU)^{\mathsf T}\,x = \langle y|(U^\dagger VU)^{\mathsf T}|x\rangle .$$
The two states have exchanged places, which is the mark of an antilinear map.

```lean
omit [DecidableEq n] in
/-- The matrix element of `V` between reversed states is that of `(U† V U)ᵀ` between the
original states in the opposite order. -/
theorem elem_timeRev (U V : Matrix n n ℂ) (x y : n → ℂ) :
    elem V (timeRev U x) (timeRev U y) = elem (Uᴴ * V * U)ᵀ y x := by
  unfold elem timeRev
  rw [star_mulVec, star_star, mulVec_transpose, dotProduct_comm (star y),
    ← dotProduct_mulVec, ← dotProduct_mulVec]
  simp only [mulVec_mulVec, Matrix.mul_assoc]
```

Here `star_mulVec` forms the bra, and `mulVec_transpose` with `dotProduct_comm` carries out the transposition of the number.

Now let $U$ be unitary, $V$ Hermitian, and $VU = \sigma\,U\overline V$ for a complex number $\sigma$. The value $\sigma = 1$ describes a time-even operator and $\sigma = -1$ a time-odd one such as a spin component. Multiplying from the left by $U^\dagger$ gives $U^\dagger VU = \sigma\overline V$. For Hermitian $V$ one has $\overline{V_{ij}} = V_{ji}$, that is $\overline V = V^{\mathsf T}$, so $(U^\dagger VU)^{\mathsf T} = \sigma V$ and
$$\langle Tx|V|Ty\rangle = \sigma\,\langle y|V|x\rangle .$$

```lean
/-- For unitary `U` and Hermitian `V` with `V U = σ U conj(V)`,
`⟨Tx|V|Ty⟩ = σ ⟨y|V|x⟩`. -/
theorem elem_timeRev_parity {U V : Matrix n n ℂ} (hU : U ∈ unitaryGroup n ℂ)
    (hV : V.IsHermitian) (σ : ℂ) (hT : V * U = σ • (U * conjM V)) (x y : n → ℂ) :
    elem V (timeRev U x) (timeRev U y) = σ * elem V y x := by
  have hUU : Uᴴ * U = 1 := by
    rw [← star_eq_conjTranspose]
    exact mem_unitaryGroup_iff'.1 hU
  -- for Hermitian `V`, conjugation is transposition
  have hc : conjM V = Vᵀ := by
    ext i j
    exact hV.apply j i
  have hW : (Uᴴ * V * U)ᵀ = σ • V := by
    rw [Matrix.mul_assoc, hT, Matrix.mul_smul, ← Matrix.mul_assoc, hUU, Matrix.one_mul, hc,
      transpose_smul, transpose_transpose]
  rw [elem_timeRev, hW]
  simp only [elem, smul_mulVec, dotProduct_smul, smul_eq_mul]
```

The three intermediate statements follow the three steps: `hUU` is $U^\dagger U = 1$, `hc` is $\overline V = V^{\mathsf T}$, and `hW` is $(U^\dagger VU)^{\mathsf T} = \sigma V$. The sign of $T^2$ plays no part in this identity.

## Vanishing coupling and equal expectation

Take $\sigma = 1$ and add $U\overline U = -1$. Three choices of the two states give the result. With $Tx$ in the first place and $x$ in the second,
$$\langle TTx|V|Tx\rangle = \langle x|V|Tx\rangle .$$
The left side is $-\langle x|V|Tx\rangle$ because $TTx = -x$, so the number $m = \langle x|V|Tx\rangle$ obeys $-m = m$ and vanishes. With the states in the other order, $\langle Tx|V|TTx\rangle = \langle Tx|V|x\rangle$, and the same sign argument gives $\langle Tx|V|x\rangle = 0$. With $x$ in both places, $\langle Tx|V|Tx\rangle = \langle x|V|x\rangle$.

```lean
/-- Let `U` be unitary with `U conj(U) = -1` and `V` Hermitian with `V U = U conj(V)`. For every
state `x`, `V` has no matrix element between `x` and `T x`, and equal expectation in both. -/
theorem no_splitting {U V : Matrix n n ℂ} (hU : U ∈ unitaryGroup n ℂ) (hK : U * conjM U = -1)
    (hV : V.IsHermitian) (hT : V * U = U * conjM V) (x : n → ℂ) :
    elem V x (timeRev U x) = 0 ∧ elem V (timeRev U x) x = 0 ∧
      elem V (timeRev U x) (timeRev U x) = elem V x x := by
  have key := elem_timeRev_parity hU hV 1 (by rw [one_smul]; exact hT)
  refine ⟨?_, ?_, ?_⟩
  · -- `⟨TTx|V|Tx⟩ = ⟨x|V|Tx⟩` with `T² = -1` reads `-m = m`
    have h := key (timeRev U x) x
    rw [timeRev_sq hK] at h
    simp only [elem, star_neg, neg_dotProduct] at h ⊢
    linear_combination (-1 / 2 : ℂ) * h
  · have h := key x (timeRev U x)
    rw [timeRev_sq hK] at h
    simp only [elem, mulVec_neg, dotProduct_neg] at h ⊢
    linear_combination (-1 / 2 : ℂ) * h
  · rw [key, one_mul]
```

In words: for any finite basis, any unitary $U$ with $U\overline U = -1$, any Hermitian $V$ with $VU = U\overline V$ and every vector $x$, both off-diagonal elements between $x$ and $Tx$ are zero and the two diagonal elements agree. In the proof, `key` is the identity of the previous step at $\sigma = 1$, and each `linear_combination (-1 / 2 : ℂ) * h` solves $-m = m$ for $m$. The third part uses `key` alone, so the equality of expectations holds for either sign of $T^2$, while the vanishing of the coupling is what $T^2 = -1$ adds.

The identity matrix satisfies the conditions on $V$. For $V = 1$ the theorem reads $\langle x|Tx\rangle = 0$ and $\langle Tx|Tx\rangle = \langle x|x\rangle$, so a nonzero $x$ and its partner are orthogonal and of equal norm, and the normalised expectation values of any admissible $V$ agree as well.

Kramers' theorem is usually read as a statement about a spectrum: every level of a time-even Hamiltonian with $T^2 = -1$ has even multiplicity. The statement above concerns matrix elements in an arbitrary state. No eigenvector condition on $x$ enters, and no eigenvalues or multiplicities appear in the conclusion.

## The block of V on the pair

Inserting the three results into the four-term expansion leaves
$$\langle ax+b\,Tx|V|cx+d\,Tx\rangle = (\bar a c + \bar b d)\,\langle x|V|x\rangle .$$

```lean
/-- Under the same conditions, the matrix element of `V` between `a x + b T x` and `c x + d T x`
is `(conj(a) c + conj(b) d) ⟨x|V|x⟩`. -/
theorem pair_block {U V : Matrix n n ℂ} (hU : U ∈ unitaryGroup n ℂ) (hK : U * conjM U = -1)
    (hV : V.IsHermitian) (hT : V * U = U * conjM V) (x : n → ℂ) (a b c d : ℂ) :
    elem V (pairState U x a b) (pairState U x c d) = (star a * c + star b * d) * elem V x x := by
  obtain ⟨h1, h2, h3⟩ := no_splitting hU hK hV hT x
  unfold pairState
  rw [elem_sesq, h1, h2, h3]
  ring
```

The expansion is `elem_sesq`; rewriting with `h1` and `h2` removes the cross terms, and `h3` makes the remaining two share the factor $\langle x|V|x\rangle$.

The same formula at $V = 1$ gives the overlap of the two superpositions, $(\bar a c + \bar b d)\langle x|x\rangle$. For normalised $x$, the hypothesis `hx`, the bracket is therefore the overlap itself. Writing $\phi = ax + b\,Tx$ and $\chi = cx + d\,Tx$,
$$\langle\phi|V|\chi\rangle = \langle x|V|x\rangle\,\langle\phi|\chi\rangle .$$

```lean
/-- Under the same conditions and for normalised `x`, the matrix element of `V` between two
superpositions of `x` and `T x` is `⟨x|V|x⟩` times their overlap. -/
theorem scalar_on_pair {U V : Matrix n n ℂ} (hU : U ∈ unitaryGroup n ℂ) (hK : U * conjM U = -1)
    (hV : V.IsHermitian) (hT : V * U = U * conjM V) (x : n → ℂ) (hx : star x ⬝ᵥ x = 1)
    (a b c d : ℂ) :
    elem V (pairState U x a b) (pairState U x c d) =
      elem V x x * (star (pairState U x a b) ⬝ᵥ pairState U x c d) := by
  -- the overlap is the block of the identity operator
  have h1 : conjM (1 : Matrix n n ℂ) = 1 := Matrix.map_one _ (by simp) (by simp)
  have h := pair_block hU hK isHermitian_one (by rw [h1, Matrix.one_mul, Matrix.mul_one])
    x a b c d
  simp only [elem, one_mulVec] at h
  rw [pair_block hU hK hV hT, h, hx]
  ring
```

The proof applies `pair_block` twice, to the identity matrix (with `h1` recording $\overline 1 = 1$) and to $V$, and compares the results.

This describes $V$ projected onto the span of $x$ and $Tx$: the $2\times2$ block is $\langle x|V|x\rangle$ times the unit matrix. It does not say that $V$ maps the span into itself, and elements connecting the pair to other states are unconstrained. The block is the matrix that first-order degenerate perturbation theory diagonalises for a doubly degenerate level spanned by $x$ and $Tx$, and in that sense $V$ cannot split the pair. In a finite one-particle basis, a non-magnetic impurity potential or a spin-orbit term thus has the same expectation in an orbital and in its time-reversed partner, the two states that conventional superconducting pairing combines, and this common value is the first-order shift of both when the two span the unperturbed level. If the level contains further states, $V$ may couple the pair to them and the larger block has to be diagonalised, which the theorems here do not treat.

## Equal expectations force time-reversal symmetry

Conversely, suppose $U$ is unitary, $V$ Hermitian, and $\langle Tx|V|Tx\rangle = \langle x|V|x\rangle$ for every $x$. By the identity for reversed states, the matrix $A = (U^\dagger VU)^{\mathsf T} - V$ has $\langle z|A|z\rangle = 0$ for all $z$. Polarisation shows that $A = 0$. For any $x$, $y$ the choices $z = x+y$ and $z = x+iy$, with the diagonal terms vanishing, give
$$\langle x|A|y\rangle + \langle y|A|x\rangle = 0, \qquad i\langle x|A|y\rangle - i\langle y|A|x\rangle = 0 .$$
One half of the first equation minus $i/2$ times the second is $\langle x|A|y\rangle = 0$, and basis vectors for $x$ and $y$ pick out each entry $A_{ij}$. Then $U^\dagger VU = V^{\mathsf T} = \overline V$, and multiplication by $U$ from the left, with $UU^\dagger = 1$, yields $VU = U\overline V$.

```lean
/-- Converse: if `U` is unitary and the Hermitian `V` has equal expectation in `x` and `T x` for
every `x`, then `V U = U conj(V)`. -/
theorem symmetric_of_equal_expectation {U V : Matrix n n ℂ} (hU : U ∈ unitaryGroup n ℂ)
    (hV : V.IsHermitian) (h : ∀ x, elem V (timeRev U x) (timeRev U x) = elem V x x) :
    V * U = U * conjM V := by
  -- polarisation: a complex matrix with vanishing expectations is zero
  have polar : ∀ A : Matrix n n ℂ, (∀ z, elem A z z = 0) → A = 0 := by
    intro A hA
    have key : ∀ x y, elem A x y = 0 := by
      intro x y
      have h1 := hA ((1 : ℂ) • x + (1 : ℂ) • y)
      have h2 := hA ((1 : ℂ) • x + Complex.I • y)
      have hI : star Complex.I = -Complex.I := Complex.conj_I
      rw [elem_sesq, hA x, hA y, star_one] at h1
      rw [elem_sesq, hA x, hA y, star_one, hI] at h2
      linear_combination (1 / 2 : ℂ) * h1 + (-Complex.I / 2) * h2
        + ((elem A x y - elem A y x) / 2) * Complex.I_sq
    ext i j
    have hs : star (Pi.single i 1 : n → ℂ) = Pi.single i 1 := by
      ext k
      by_cases hk : k = i <;> simp [hk]
    simpa [elem, hs] using key (Pi.single i 1) (Pi.single j 1)
  have hW : (Uᴴ * V * U)ᵀ = V := by
    refine sub_eq_zero.1 (polar _ fun z => ?_)
    have hz := h z
    rw [elem_timeRev] at hz
    simp only [elem, sub_mulVec, dotProduct_sub] at hz ⊢
    exact sub_eq_zero.2 hz
  have hc : conjM V = Vᵀ := by
    ext i j
    exact hV.apply j i
  have hW' : Uᴴ * V * U = conjM V := by
    rw [hc, ← transpose_transpose (Uᴴ * V * U), hW]
  have hUU : U * Uᴴ = 1 := by
    rw [← star_eq_conjTranspose]
    exact mem_unitaryGroup_iff.1 hU
  rw [← hW', ← Matrix.mul_assoc, ← Matrix.mul_assoc, hUU, Matrix.one_mul]
```

In `polar`, the hypotheses `h1` and `h2` are the two equations, the `linear_combination` forms the stated combination with `Complex.I_sq` supplying $i^2 = -1$, and `Pi.single i 1` is the $i$-th basis vector. After that, `hW` and `hW'` are $A = 0$ and its transpose. The condition $U\overline U = -1$ is not among the hypotheses. The assumption ranges over all complex $x$; equal expectations in one particular pair do not imply the symmetry.

## Two orbitals with spin-orbit coupling

A concrete model has two orbitals with spin one half, in the basis order (first orbital up, first orbital down, second orbital up, second orbital down), indexed $0,1,2,3$. With $\sigma_y$ and $\sigma_z$ the Pauli matrices of the spin, time reversal uses $U = 1\otimes i\sigma_y$, one block $i\sigma_y = \begin{pmatrix}0&1\\-1&0\end{pmatrix}$ per orbital.

```lean
/-- The matrix `1 ⊗ iσ_y` for two orbitals with spin one half. -/
def orbitalU : Matrix (Fin 4) (Fin 4) ℂ := !![0, 1, 0, 0; -1, 0, 0, 0; 0, 0, 0, 1; 0, 0, -1, 0]
```

The operator puts the orbitals at energies $+1$ and $-1$ and couples them by the spin-dependent hopping block $h = i\sigma_z + i\sigma_y$:
$$V = \begin{pmatrix} 1 & h\\ h^\dagger & -1\end{pmatrix}, \qquad h = \begin{pmatrix} i & 1\\ -1 & -i\end{pmatrix}.$$

```lean
/-- Two orbitals at energies `±1` coupled by a spin-dependent complex hopping. -/
def spinOrbitV : Matrix (Fin 4) (Fin 4) ℂ :=
  !![1, 0, Complex.I, 1; 0, 1, -1, -Complex.I; -Complex.I, -1, -1, 0; 1, Complex.I, 0, -1]
```

Let $s = i\sigma_y$. It is real with $ss^{\mathsf T} = 1$ and $s^2 = -1$, which gives unitarity and $U\overline U = -1$. The symmetry condition reduces on the upper block to $hs = s\bar h$, and both products equal $\begin{pmatrix}-1&i\\ i&-1\end{pmatrix}$; the lower block works in the same way with $h^\dagger$, and the diagonal blocks are real multiples of the unit matrix. The entry $V_{02} = i$ shows that $V \neq \overline V$, so time-reversal symmetry with spin does not mean a real matrix.

```lean
/-- The two-orbital model meets all conditions, with an operator that is not real. -/
theorem no_splitting_witness :
    orbitalU ∈ unitaryGroup (Fin 4) ℂ ∧ orbitalU * conjM orbitalU = -1 ∧
      spinOrbitV.IsHermitian ∧ spinOrbitV * orbitalU = orbitalU * conjM spinOrbitV ∧
      conjM spinOrbitV ≠ spinOrbitV := by
  refine ⟨?_, ?_, ?_, ?_, ?_⟩
  · rw [mem_unitaryGroup_iff, star_eq_conjTranspose]
    ext i j
    fin_cases i <;> fin_cases j <;>
      simp [orbitalU, Matrix.mul_apply, Fin.sum_univ_succ, conjTranspose_apply]
  · ext i j
    fin_cases i <;> fin_cases j <;> simp [orbitalU, conjM, Matrix.mul_apply, Fin.sum_univ_succ]
  · ext i j
    fin_cases i <;> fin_cases j <;> simp [spinOrbitV, conjTranspose_apply]
  · ext i j
    fin_cases i <;> fin_cases j <;>
      simp [orbitalU, spinOrbitV, conjM, Matrix.mul_apply, Fin.sum_univ_succ]
  · intro h
    have h02 := congrArg (fun M : Matrix (Fin 4) (Fin 4) ℂ => (M 0 2).im) h
    simp [conjM, spinOrbitV] at h02
    norm_num at h02
```

The four matrix identities are checked entry by entry with `fin_cases`, and `h02` compares the imaginary parts of the entry $(0,2)$, which are $-1$ for $\overline V$ and $1$ for $V$.

## A single spin one half

Two dimensions are the smallest nontrivial case. Taking determinants of $U\overline U = -1$ in dimension $N$ gives $|\det U|^2 = (-1)^N$, which excludes odd $N$, so for a single basis state the hypotheses are never met; for an empty basis every matrix element is zero. For $N = 2$ a normalised $x$ and $Tx$ form an orthonormal basis of the whole space, the block on the pair is all of $V$, and a time-even Hermitian $V$ is a real multiple of the identity. These dimension arguments are ordinary reasoning from the results above and have no theorem of their own in the code.

For the single spin, $U = i\sigma_y$.

```lean
/-- The matrix `iσ_y` of spin one half. -/
def spinU : Matrix (Fin 2) (Fin 2) ℂ := !![0, 1; -1, 0]
```

The operator is $\sigma_z$, the Zeeman coupling to a field along $z$ up to a constant factor.

```lean
/-- The Pauli matrix `σ_z`. -/
def sigmaZ : Matrix (Fin 2) (Fin 2) ℂ := !![1, 0; 0, -1]
```

Both matrices are real, and $\sigma_z\,i\sigma_y = \begin{pmatrix}0&1\\1&0\end{pmatrix} = -\,i\sigma_y\,\sigma_z$, so $VU = -U\overline V$ and the operator is time-odd. The normalised state $x = (1,0)$ has partner $Tx = (0,-1)$, and the expectations are $\langle x|\sigma_z|x\rangle = 1$ and $\langle Tx|\sigma_z|Tx\rangle = -1$, in agreement with the parity identity at $\sigma = -1$. Equality of expectations can therefore fail once $VU = U\overline V$ is replaced by the opposite sign.

```lean
/-- The operator `σ_z` obeys `V U = -U conj(V)` for `U = iσ_y`, and has expectation `1` in the
state `(1, 0)` and `-1` in its time-reversed partner. -/
theorem zeeman_splits :
    sigmaZ * spinU = -(spinU * conjM sigmaZ) ∧ elem sigmaZ ![1, 0] ![1, 0] = 1 ∧
      elem sigmaZ (timeRev spinU ![1, 0]) (timeRev spinU ![1, 0]) = -1 := by
  refine ⟨?_, ?_, ?_⟩
  · have hc : conjM sigmaZ = sigmaZ := by
      ext i j
      fin_cases i <;> fin_cases j <;> simp [sigmaZ, conjM]
    rw [hc]
    unfold spinU sigmaZ
    rw [Matrix.mul_fin_two, Matrix.mul_fin_two]
    ext i j
    fin_cases i <;> fin_cases j <;> simp
  · simp [elem, sigmaZ, mulVec, dotProduct, Fin.sum_univ_two]
  · simp [elem, timeRev, spinU, sigmaZ, mulVec, dotProduct, Fin.sum_univ_two]

end

end KramersPairNoSplitting
```

The theorem states the odd parity and the two expectation values; unitarity of `spinU` and hermiticity of `sigmaZ` are visible from the matrices and are not part of its conclusion. The step `hc` records that $\sigma_z$ is real, and `Matrix.mul_fin_two` multiplies out the two products.

```lean
#print axioms KramersPairNoSplitting.scalar_on_pair
#print axioms KramersPairNoSplitting.symmetric_of_equal_expectation
#print axioms KramersPairNoSplitting.zeeman_splits
```

```
'KramersPairNoSplitting.scalar_on_pair' depends on axioms: [propext, Classical.choice, Quot.sound]
'KramersPairNoSplitting.symmetric_of_equal_expectation' depends on axioms: [propext, Classical.choice, Quot.sound]
'KramersPairNoSplitting.zeeman_splits' depends on axioms: [propext, Classical.choice, Quot.sound]
```
